# A two-mode boson pairing Hamiltonian has a Bogoliubov diagonalization exactly when $b=0$ or $2|b|<|a+c|$

Take $\eta=\mathrm{diag}(1,-1)$ and $M=\begin{pmatrix}1&1\\1&1\end{pmatrix}$. Then
$$\eta M=\begin{pmatrix}1&1\\-1&-1\end{pmatrix}\neq0,\qquad(\eta M)^2=0.$$
Every eigenvalue of $\eta M$ is zero, so if it were diagonalizable it would be the zero matrix. It is not, and the semidefinite $M$ therefore has no complete set of normal modes.

The pairing Hamiltonian treated here, with its matrix $M$, is
$$H=a\,\alpha^\dagger\alpha+c\,\beta\beta^\dagger+b\,\alpha^\dagger\beta^\dagger+b^*\beta\alpha,\qquad M=\begin{pmatrix}a&b\\b^*&c\end{pmatrix},$$
with boson operators $\alpha,\beta$, real $a,c$ and complex pairing amplitude $b$. Non-interacting magnons of a collinear two-sublattice antiferromagnet whose total spin along the ordering axis is conserved have this form at each wavevector in linear spin-wave theory, where the criterion tells whether the Bogoliubov step can succeed. Larger mode numbers and terms such as $\alpha^\dagger\alpha^\dagger$ are not treated.

Positive definiteness of $M$ is sufficient, since $|b|^2<ac$ with $a,c>0$ gives $2|b|<2\sqrt{ac}\le a+c$; this estimate is an aside that the code does not contain. Part (k) shows that it is not necessary.

## Metric, Hamiltonian and normal modes

In Lean 4 with Mathlib:

```lean
import Mathlib

open Matrix
open scoped ComplexOrder ComplexConjugate

namespace BogoliubovCriterion

noncomputable section
```

The metric $\eta$ records the commutators of $\Psi=(\alpha,\beta^\dagger)^T$, namely $[\Psi_i,\Psi_j^\dagger]=\eta_{ij}$. In this notation $H=\Psi^\dagger M\Psi$.

```lean
/-- The bosonic metric diag(1, -1). -/
def eta : Matrix (Fin 2) (Fin 2) ℂ := !![1, 0; 0, -1]
```

The arguments of `pairH` come in the order $a,c,b$.

```lean
/-- The Hermitian matrix of a two-mode quadratic boson Hamiltonian, with real diagonal
entries `a`, `c` and complex pairing amplitude `b`. -/
def pairH (a c : ℝ) (b : ℂ) : Matrix (Fin 2) (Fin 2) ℂ := !![(a : ℂ), b; conj b, (c : ℂ)]
```

With $\hbar=1$, the Heisenberg equation is $i\dot\Psi=\eta M\Psi$, so $\eta M$ is the dynamical matrix.

```lean
/-- The dynamical matrix: the metric times the Hamiltonian matrix. -/
def dyn (a c : ℝ) (b : ℂ) : Matrix (Fin 2) (Fin 2) ℂ := eta * pairH a c b
```

A frequency is an eigenvalue with a nonzero eigenvector, and it may be complex.

```lean
/-- `w` is a (possibly complex) mode frequency: an eigenvalue of `A`. -/
def IsFrequency (A : Matrix (Fin 2) (Fin 2) ℂ) (w : ℂ) : Prop :=
  ∃ v : Fin 2 → ℂ, v ≠ 0 ∧ A *ᵥ v = w • v
```

Normal modes are the columns of an invertible $P$, with inverse $Q$, such that $AP=P\,\mathrm{diag}(x,y)$.

```lean
/-- `A` is diagonalized by an invertible matrix, with diagonal entries `x` and `y`. -/
def HasNormalModes (A : Matrix (Fin 2) (Fin 2) ℂ) (x y : ℂ) : Prop :=
  ∃ P Q : Matrix (Fin 2) (Fin 2) ℂ, Q * P = 1 ∧ A * P = P * !![x, 0; 0, y]
```

A Bogoliubov transformation $T$ must satisfy more: it preserves the metric, hence the commutators, and makes $T^\dagger MT=\mathrm{diag}(e,f)$ with real $e,f$. Their signs are left free.

```lean
/-- `T` preserves the bosonic metric and brings `M` to diagonal form with real
entries `e` and `f`. -/
def BogoliubovDiagonalizes (M T : Matrix (Fin 2) (Fin 2) ℂ) (e f : ℝ) : Prop :=
  Tᴴ * eta * T = eta ∧ Tᴴ * M * T = !![(e : ℂ), 0; 0, (f : ℂ)]
```

## (a) Entries of the dynamical matrix

Compute $\eta M$. The metric reverses the sign of the second row:
$$\eta M=\begin{pmatrix}a&b\\-b^*&-c\end{pmatrix}.$$

```lean
/-- The entries of the dynamical matrix. -/
theorem dyn_eq (a c : ℝ) (b : ℂ) : dyn a c b = !![(a : ℂ), b; -conj b, -(c : ℂ)] := by
  rw [dyn, eta, pairH, Matrix.mul_fin_two]
  simp
```

## (b) The frequency equation

Find the condition for $w$ to be a frequency. A nonzero eigenvector exists exactly when
$$\det(\eta M-w)=(a-w)(-c-w)+|b|^2=0.$$
Multiplying by 4 and completing the square gives
$$(2w-(a-c))^2=(a+c)^2-4|b|^2.$$
In the code, `linear_combination` does this last step in both directions.

```lean
/-- The mode frequencies are exactly the complex solutions `w` of `(2w - (a - c))² = (a + c)² -
4|b|²`. -/
theorem isFrequency_iff (a c : ℝ) (b w : ℂ) :
    IsFrequency (dyn a c b) w ↔
      (2 * w - (a - c)) ^ 2 = ((a : ℂ) + c) ^ 2 - 4 * (‖b‖ : ℂ) ^ 2 := by
  have hb : b * conj b = (‖b‖ : ℂ) ^ 2 := by
    rw [Complex.mul_conj, Complex.normSq_eq_norm_sq, Complex.ofReal_pow]
  have h1 : IsFrequency (dyn a c b) w ↔
      ∃ v : Fin 2 → ℂ, v ≠ 0 ∧ (dyn a c b - w • (1 : Matrix (Fin 2) (Fin 2) ℂ)) *ᵥ v = 0 := by
    simp only [IsFrequency, Matrix.sub_mulVec, Matrix.smul_mulVec, Matrix.one_mulVec,
      sub_eq_zero]
  have hdet : (dyn a c b - w • (1 : Matrix (Fin 2) (Fin 2) ℂ)).det
      = (a - w) * (-c - w) + b * conj b := by
    rw [dyn_eq, Matrix.det_fin_two]
    simp
  rw [h1, Matrix.exists_mulVec_eq_zero_iff, hdet]
  constructor
  · intro h
    linear_combination 4 * h - 4 * hb
  · intro h
    linear_combination h / 4 + hb
```

## (c) Diagonal entries are frequencies

Show that $x$ and $y$ in $AP=P\,\mathrm{diag}(x,y)$ are frequencies of $A$. Read column by column, the equation says that $A$ multiplies column 0 of $P$ by $x$ and column 1 by $y$. Neither column vanishes, because $QP=1$.

```lean
/-- The diagonal entries of a diagonalized matrix are mode frequencies. -/
theorem HasNormalModes.isFrequency {A : Matrix (Fin 2) (Fin 2) ℂ} {x y : ℂ}
    (h : HasNormalModes A x y) : IsFrequency A x ∧ IsFrequency A y := by
  obtain ⟨P, Q, hQ, hA⟩ := h
  -- the columns of P are the eigenvectors
  refine ⟨⟨fun k => P k 0, ?_, ?_⟩, ⟨fun k => P k 1, ?_, ?_⟩⟩
  · intro h0
    have h1 := congrFun (congrFun hQ 0) 0
    have p0 : P 0 0 = 0 := congrFun h0 0
    have p1 : P 1 0 = 0 := congrFun h0 1
    simp [Matrix.mul_apply, Fin.sum_univ_two, p0, p1] at h1
  · ext k
    have h1 := congrFun (congrFun hA k) 0
    simp [Matrix.mul_apply, Fin.sum_univ_two] at h1
    simp only [Matrix.mulVec, dotProduct, Fin.sum_univ_two, Pi.smul_apply, smul_eq_mul]
    linear_combination h1
  · intro h0
    have h1 := congrFun (congrFun hQ 1) 1
    have p0 : P 0 1 = 0 := congrFun h0 0
    have p1 : P 1 1 = 0 := congrFun h0 1
    simp [Matrix.mul_apply, Fin.sum_univ_two, p0, p1] at h1
  · ext k
    have h1 := congrFun (congrFun hA k) 1
    simp [Matrix.mul_apply, Fin.sum_univ_two] at h1
    simp only [Matrix.mulVec, dotProduct, Fin.sum_univ_two, Pi.smul_apply, smul_eq_mul]
    linear_combination h1
```

## (d) Equal frequencies exclude pairing

Suppose $\eta M$ is diagonalizable with $x=y$. Show that $b=0$. We have $\eta M=P(x\,1)Q=x\,1$, and the upper off-diagonal entry of this equation is $b=0$.

```lean
/-- If the dynamical matrix is diagonalizable with two equal frequencies, the pairing
amplitude vanishes. -/
theorem pairing_zero_of_degenerate {a c : ℝ} {b x : ℂ}
    (h : HasNormalModes (dyn a c b) x x) : b = 0 := by
  obtain ⟨P, Q, hQ, hA⟩ := h
  have hP : P * Q = 1 := mul_eq_one_comm.mp hQ
  have hx : !![x, 0; 0, x] = x • (1 : Matrix (Fin 2) (Fin 2) ℂ) := by
    ext i j
    fin_cases i <;> fin_cases j <;> simp
  have hs : dyn a c b = x • (1 : Matrix (Fin 2) (Fin 2) ℂ) := by
    calc dyn a c b = dyn a c b * P * Q := by rw [mul_assoc, hP, mul_one]
      _ = x • (1 : Matrix (Fin 2) (Fin 2) ℂ) := by
        rw [hA, hx, mul_smul_comm, mul_one, smul_mul_assoc, hP]
  have h01 := congrFun (congrFun hs 0) 1
  rw [dyn_eq] at h01
  simpa using h01
```

## (e) From a Bogoliubov transformation to normal modes

Show that $T$ diagonalizes $\eta M$ with frequencies $e$ and $-f$. Since $\eta^2=1$, the condition $T^\dagger\eta T=\eta$ gives $(\eta T^\dagger\eta)T=1$, so $T^{-1}=\eta T^\dagger\eta$. Hence
$$\eta MT=T(\eta T^\dagger\eta)\eta MT=T\eta(T^\dagger MT)=T\,\mathrm{diag}(e,-f).$$
The final `calc` block follows this chain.

```lean
/-- A Bogoliubov transformation with diagonal entries `e`, `f` diagonalizes the dynamical
matrix with frequencies `e` and `-f`. -/
theorem BogoliubovDiagonalizes.hasNormalModes {a c e f : ℝ} {b : ℂ}
    {T : Matrix (Fin 2) (Fin 2) ℂ} (h : BogoliubovDiagonalizes (pairH a c b) T e f) :
    HasNormalModes (dyn a c b) e (-f) := by
  obtain ⟨hT, hM⟩ := h
  have he : eta * eta = 1 := by
    rw [eta, Matrix.mul_fin_two, Matrix.one_fin_two]
    simp
  have hd : eta * !![(e : ℂ), 0; 0, (f : ℂ)] = !![(e : ℂ), 0; 0, -(f : ℂ)] := by
    rw [eta, Matrix.mul_fin_two]
    simp
  -- metric preservation supplies the inverse of T
  have hQ : eta * Tᴴ * eta * T = 1 := by
    calc eta * Tᴴ * eta * T = eta * (Tᴴ * eta * T) := by simp only [mul_assoc]
      _ = 1 := by rw [hT, he]
  have hTQ : T * (eta * Tᴴ * eta) = 1 := mul_eq_one_comm.mp hQ
  refine ⟨T, eta * Tᴴ * eta, hQ, ?_⟩
  calc dyn a c b * T = T * (eta * Tᴴ * eta) * (eta * pairH a c b * T) := by
        rw [hTQ, one_mul, dyn]
    _ = T * eta * Tᴴ * (eta * eta) * pairH a c b * T := by simp only [mul_assoc]
    _ = T * (eta * (Tᴴ * pairH a c b * T)) := by
        rw [he, mul_one]
        simp only [mul_assoc]
    _ = T * !![(e : ℂ), 0; 0, -(f : ℂ)] := by rw [hM, hd]
```

## (f) Solving the squeezing equation

Let $r\ge0$ and $2r<|s|$. Find a real $t$ with $r^2t^2-st+1=0$ and $r^2t^2<1$.

For $s>0$ put $q=\sqrt{s^2-4r^2}$ and $t=2/(s+q)$. Then $z=1/t=(s+q)/2$ solves $z^2-sz+r^2=0$, and division by $z^2$ gives the required equation. Since $s+q>2r$, we have $0\le rt<1$. For $s<0$, solve with $-s$ and reverse the sign of $t$.

```lean
/-- For `2r < |s|` the squeezing equation `r²t² - st + 1 = 0` has a real solution
with `r²t² < 1`. -/
theorem exists_squeezing {r s : ℝ} (hr : 0 ≤ r) (h : 2 * r < |s|) :
    ∃ t : ℝ, r ^ 2 * t ^ 2 - s * t + 1 = 0 ∧ r ^ 2 * t ^ 2 < 1 := by
  have key : ∀ s : ℝ, 2 * r < s →
      ∃ t : ℝ, r ^ 2 * t ^ 2 - s * t + 1 = 0 ∧ r ^ 2 * t ^ 2 < 1 := by
    intro s hs
    have hq : √(s ^ 2 - 4 * r ^ 2) ^ 2 = s ^ 2 - 4 * r ^ 2 :=
      Real.sq_sqrt (by nlinarith)
    have hq0 := Real.sqrt_nonneg (s ^ 2 - 4 * r ^ 2)
    set q := √(s ^ 2 - 4 * r ^ 2)
    have hp : 0 < s + q := by linarith
    obtain ⟨t, ht0, ht⟩ : ∃ t : ℝ, 0 < t ∧ t * (s + q) = 2 :=
      ⟨2 / (s + q), by positivity, div_mul_cancel₀ 2 hp.ne'⟩
    refine ⟨t, by linear_combination t ^ 2 / 4 * hq + ((s - q) * t - 2) / 4 * ht, ?_⟩
    have h1 : 0 < t * (s + q - 2 * r) := mul_pos ht0 (by linarith)
    have h2 : r * t < 1 := by nlinarith
    have h3 : 0 ≤ r * t := mul_nonneg hr ht0.le
    nlinarith
  rcases lt_abs.mp h with h | h
  · exact key s h
  · obtain ⟨t, h1, h2⟩ := key (-s) h
    exact ⟨-t, by linear_combination h1, by rw [neg_sq]; exact h2⟩
```

## (g) The criterion

Prove that a Bogoliubov diagonalization exists exactly when $b=0$ or $2|b|<|a+c|$.

Suppose $T$ exists but $2|b|\ge|a+c|$. By (e), (c) and (b), the real numbers $w=e$ and $w=-f$ both satisfy
$$(2w-(a-c))^2=(a+c)^2-4|b|^2\le0.$$
Both squares vanish, so $e=-f$, and (d) gives $b=0$.

Conversely, if $b=0$, take $T=1$. Otherwise take $t$ from (f) with $r=|b|$, $s=a+c$, choose real $u$ with $u^2(1-|b|^2t^2)=1$, and set
$$T=u\begin{pmatrix}1&-tb\\-tb^*&1\end{pmatrix}=T^\dagger.$$
Then $T\eta T=u^2(1-|b|^2t^2)\,\eta=\eta$. The upper off-diagonal entry of $TMT$ is
$$u^2b\,\bigl(1-(a+c)t+|b|^2t^2\bigr)=0,$$
and the lower one is its conjugate. The diagonal entries are
$$e=u^2(a-2t|b|^2+ct^2|b|^2),\qquad f=u^2(c-2t|b|^2+at^2|b|^2).$$
The helper `mk` reduces each matrix identity to its four entries.

```lean
/-- A two-mode boson Hamiltonian can be diagonalized by a Bogoliubov transformation exactly
when the pairing amplitude vanishes or satisfies `2|b| < |a + c|`. -/
theorem bogoliubov_iff (a c : ℝ) (b : ℂ) :
    (∃ T e f, BogoliubovDiagonalizes (pairH a c b) T e f) ↔ b = 0 ∨ 2 * ‖b‖ < |a + c| := by
  constructor
  · rintro ⟨T, e, f, h⟩
    by_cases hlt : 2 * ‖b‖ < |a + c|
    · exact Or.inr hlt
    left
    have hn := h.hasNormalModes
    have h1 := (isFrequency_iff a c b _).mp hn.isFrequency.1
    have h2 := (isFrequency_iff a c b _).mp hn.isFrequency.2
    have r1 : (2 * e - (a - c)) ^ 2 = (a + c) ^ 2 - 4 * ‖b‖ ^ 2 := by exact_mod_cast h1
    have r2 : (2 * (-f) - (a - c)) ^ 2 = (a + c) ^ 2 - 4 * ‖b‖ ^ 2 := by exact_mod_cast h2
    have hd : (a + c) ^ 2 ≤ 4 * ‖b‖ ^ 2 := by
      nlinarith [sq_abs (a + c), abs_nonneg (a + c), not_lt.mp hlt]
    -- real frequencies are forced to coincide
    have e1 : 2 * e - (a - c) = 0 := pow_eq_zero_iff two_ne_zero |>.mp
      (le_antisymm (by linarith) (sq_nonneg _))
    have e2 : 2 * (-f) - (a - c) = 0 := pow_eq_zero_iff two_ne_zero |>.mp
      (le_antisymm (by linarith) (sq_nonneg _))
    have hef : -(f : ℂ) = e := by
      have : -f = e := by linarith
      exact_mod_cast this
    rw [hef] at hn
    exact pairing_zero_of_degenerate hn
  · rintro (rfl | h)
    · exact ⟨1, a, c, by simp, by simp [pairH]⟩
    obtain ⟨t, ht, ht1⟩ := exists_squeezing (norm_nonneg b) h
    have hpos : 0 < 1 - ‖b‖ ^ 2 * t ^ 2 := by linarith
    obtain ⟨u, hu⟩ : ∃ u : ℝ, u ^ 2 * (1 - ‖b‖ ^ 2 * t ^ 2) = 1 :=
      ⟨√((1 - ‖b‖ ^ 2 * t ^ 2)⁻¹), by
        rw [Real.sq_sqrt (inv_pos.mpr hpos).le, inv_mul_cancel₀ hpos.ne']⟩
    have hb : b * conj b = (‖b‖ : ℂ) ^ 2 := by
      rw [Complex.mul_conj, Complex.normSq_eq_norm_sq, Complex.ofReal_pow]
    have huC : (u : ℂ) ^ 2 * (1 - (‖b‖ : ℂ) ^ 2 * (t : ℂ) ^ 2) = 1 := by exact_mod_cast hu
    have htC : (‖b‖ : ℂ) ^ 2 * (t : ℂ) ^ 2 - ((a : ℂ) + c) * t + 1 = 0 := by
      exact_mod_cast ht
    have mk : ∀ p q r s p' q' r' s' : ℂ, p = p' → q = q' → r = r' → s = s' →
        !![p, q; r, s] = !![p', q'; r', s'] := by
      intro p q r s p' q' r' s' h1 h2 h3 h4
      rw [h1, h2, h3, h4]
    -- the squeezing transformation is Hermitian
    have hT : (!![(u : ℂ), -(u * t * b); -(u * t * conj b), (u : ℂ)])ᴴ
        = !![(u : ℂ), -(u * t * b); -(u * t * conj b), (u : ℂ)] := by
      ext i j
      fin_cases i <;> fin_cases j <;> simp
    refine ⟨!![(u : ℂ), -(u * t * b); -(u * t * conj b), (u : ℂ)],
      u ^ 2 * (a - 2 * t * ‖b‖ ^ 2 + c * t ^ 2 * ‖b‖ ^ 2),
      u ^ 2 * (c - 2 * t * ‖b‖ ^ 2 + a * t ^ 2 * ‖b‖ ^ 2), ?_, ?_⟩
    · rw [hT, eta, Matrix.mul_fin_two, Matrix.mul_fin_two]
      apply mk
      · linear_combination huC - (u : ℂ) ^ 2 * t ^ 2 * hb
      · ring
      · ring
      · linear_combination -huC + (u : ℂ) ^ 2 * t ^ 2 * hb
    · rw [hT, pairH, Matrix.mul_fin_two, Matrix.mul_fin_two]
      apply mk
      · push_cast
        linear_combination (u : ℂ) ^ 2 * (c * t ^ 2 - 2 * t) * hb
      · linear_combination (u : ℂ) ^ 2 * b * htC + (u : ℂ) ^ 2 * b * t ^ 2 * hb
      · linear_combination (u : ℂ) ^ 2 * conj b * htC + (u : ℂ) ^ 2 * conj b * t ^ 2 * hb
      · push_cast
        linear_combination (u : ℂ) ^ 2 * (a * t ^ 2 - 2 * t) * hb
```

## (h) Failure at the threshold

Let $b\ne0$ and $2|b|=|a+c|$. Show that $\eta M$ has no normal modes, even with complex frequencies. By (b) both frequencies equal $(a-c)/2$, and (d) then forces $b=0$, a contradiction.

Without the hypothesis $b\neq0$ the statement fails: for $a=1$, $c=-1$, $b=0$ the threshold equality holds, yet $\eta M=1$ is already diagonal.

```lean
/-- At the threshold `2|b| = |a + c|` with nonzero pairing, the dynamical matrix is not
diagonalizable, even with complex frequencies. -/
theorem not_diagonalizable_at_threshold {a c : ℝ} {b : ℂ} (hb : b ≠ 0)
    (h : 2 * ‖b‖ = |a + c|) : ¬ ∃ x y, HasNormalModes (dyn a c b) x y := by
  rintro ⟨x, y, hn⟩
  have hd : (a + c) ^ 2 - 4 * ‖b‖ ^ 2 = 0 := by
    rw [← sq_abs (a + c), ← h]
    ring
  have hdC : ((a : ℂ) + c) ^ 2 - 4 * (‖b‖ : ℂ) ^ 2 = 0 := by exact_mod_cast hd
  have h1 := (isFrequency_iff a c b x).mp hn.isFrequency.1
  have h2 := (isFrequency_iff a c b y).mp hn.isFrequency.2
  rw [hdC] at h1 h2
  have e1 := (pow_eq_zero_iff two_ne_zero).mp h1
  have e2 := (pow_eq_zero_iff two_ne_zero).mp h2
  have hxy : y = x := by linear_combination (e2 - e1) / 2
  rw [hxy] at hn
  exact hb (pairing_zero_of_degenerate hn)
```

## (i) A semidefinite matrix without normal modes

Check the opening example. Semidefiniteness follows from $M=B^\dagger B$ with $B=\begin{pmatrix}1&1\\0&0\end{pmatrix}$. The entries of $\eta M$ show that it is nonzero with square zero, and (h) excludes normal modes because $2|b|=2=|a+c|$.

```lean
/-- The matrix [[1,1],[1,1]] is positive semidefinite, but its dynamical matrix is nonzero
with square zero and is not diagonalizable. -/
theorem semidefinite_example :
    (pairH 1 1 1).PosSemidef ∧ dyn 1 1 1 ≠ 0 ∧ dyn 1 1 1 * dyn 1 1 1 = 0 ∧
      ¬ ∃ x y, HasNormalModes (dyn 1 1 1) x y := by
  refine ⟨?_, ?_, ?_, not_diagonalizable_at_threshold one_ne_zero (by norm_num)⟩
  · have h : pairH 1 1 1 = (!![1, 1; 0, 0] : Matrix (Fin 2) (Fin 2) ℂ)ᴴ * !![1, 1; 0, 0] := by
      ext i j
      fin_cases i <;> fin_cases j <;> simp [pairH, Matrix.mul_apply, Fin.sum_univ_two]
    rw [h]
    exact Matrix.posSemidef_conjTranspose_mul_self _
  · intro h
    have h0 := congrFun (congrFun h 0) 0
    rw [dyn_eq] at h0
    simp at h0
  · rw [dyn_eq]
    ext i j
    fin_cases i <;> fin_cases j <;> simp [Matrix.mul_apply, Fin.sum_univ_two]
```

## (j) An indefinite matrix with imaginary frequencies

Treat $M=\begin{pmatrix}1&2\\2&1\end{pmatrix}$. For $v=(1,-1)^T$ one finds $v^\dagger Mv=-2$, so $M$ is not positive semidefinite. The frequency equation is $4w^2=4-16$, hence $w=\pm i\sqrt3$. One of these modes grows exponentially in time.

```lean
/-- The matrix [[1,2],[2,1]] is not positive semidefinite, and its mode frequencies are
exactly `i√3` and `-i√3`. -/
theorem indefinite_example :
    ¬ (pairH 1 1 2).PosSemidef ∧
      ∀ w, IsFrequency (dyn 1 1 2) w ↔ w = Complex.I * √3 ∨ w = -(Complex.I * √3) := by
  constructor
  · intro h
    have h0 := h.dotProduct_mulVec_nonneg ![1, -1]
    have hc : (starRingEnd ℂ) 2 = 2 := map_ofNat (starRingEnd ℂ) 2
    have hv : star ![(1 : ℂ), -1] ⬝ᵥ (pairH 1 1 2 *ᵥ ![1, -1]) = ((-2 : ℝ) : ℂ) := by
      norm_num [pairH, Matrix.mulVec, dotProduct, Fin.sum_univ_two, hc]
    rw [hv] at h0
    have h1 := (Complex.le_def.mp h0).1
    norm_num at h1
  · intro w
    have h3 : (Complex.I * (√3 : ℝ)) ^ 2 = -3 := by
      rw [mul_pow, Complex.I_sq, ← Complex.ofReal_pow, Real.sq_sqrt (by norm_num)]
      norm_num
    have hn : ‖(2 : ℂ)‖ = 2 := by norm_num
    rw [← sq_eq_sq_iff_eq_or_eq_neg, h3, isFrequency_iff, hn]
    push_cast
    constructor
    · intro h
      linear_combination h / 4
    · intro h
      linear_combination 4 * h
```

## (k) Diagonalizable without positivity

Treat $M=\begin{pmatrix}3&1\\1&0\end{pmatrix}$. For $v=(1,-2)^T$ one finds $v^\dagger Mv=3-4=-1$, so $M$ is not positive semidefinite. Yet $2|b|=2<3=|a+c|$, and (g) supplies a transformation.

The price is a mode of negative energy: the frequencies $e$ and $-f$ are $(3\pm\sqrt5)/2$, both positive, so $f<0$. The motion is oscillatory, but the energy has no lower bound.

```lean
/-- The matrix [[3,1],[1,0]] is not positive semidefinite, yet a Bogoliubov transformation
diagonalizes it. -/
theorem diagonalizable_without_positivity :
    ¬ (pairH 3 0 1).PosSemidef ∧ ∃ T e f, BogoliubovDiagonalizes (pairH 3 0 1) T e f := by
  refine ⟨?_, (bogoliubov_iff 3 0 1).mpr (Or.inr (by norm_num))⟩
  intro h
  have h0 := h.dotProduct_mulVec_nonneg ![1, -2]
  have hc : (starRingEnd ℂ) 2 = 2 := map_ofNat (starRingEnd ℂ) 2
  have hv : star ![(1 : ℂ), -2] ⬝ᵥ (pairH 3 0 1 *ᵥ ![1, -2]) = ((-1 : ℝ) : ℂ) := by
    norm_num [pairH, Matrix.mulVec, dotProduct, Fin.sum_univ_two, hc]
  rw [hv] at h0
  have h1 := (Complex.le_def.mp h0).1
  norm_num at h1

end

end BogoliubovCriterion
```

```lean
#print axioms BogoliubovCriterion.bogoliubov_iff
-- 'BogoliubovCriterion.bogoliubov_iff' depends on axioms: [propext, Classical.choice, Quot.sound]
#print axioms BogoliubovCriterion.semidefinite_example
-- 'BogoliubovCriterion.semidefinite_example' depends on axioms: [propext, Classical.choice, Quot.sound]
#print axioms BogoliubovCriterion.indefinite_example
-- 'BogoliubovCriterion.indefinite_example' depends on axioms: [propext, Classical.choice, Quot.sound]
#print axioms BogoliubovCriterion.diagonalizable_without_positivity
-- 'BogoliubovCriterion.diagonalizable_without_positivity' depends on axioms: [propext, Classical.choice, Quot.sound]
```
